# The directional derivative of the distance from the origin along a Cartesian axis

For a nonzero position `r` in three-dimensional real space, the lemma states that the distance from the origin changes along the Cartesian axis `i` at the rate `r i / radius r`, the `i`-th component of the unit vector along `r`. In mathematical terms, the function sending `t` to the Euclidean length of `r + t • axis i` has this derivative at `t = 0`. The origin is excluded, and no charge or field enters the statement. The attempt first rewrites the squared length as the quadratic polynomial `r ⬝ᵥ r + 2 * r i * t + t * t`, then differentiates its square root.

In Lean, a first try:

```lean
import Mathlib

open Matrix Topology

namespace PointChargeFieldGradient

noncomputable section

/-- Positions in three-dimensional space, in Cartesian coordinates. -/
abbrev Vec := Fin 3 → ℝ

/-- The Euclidean length of a position vector. -/
def radius (r : Vec) : ℝ := √(r ⬝ᵥ r)

/-- The unit vector along the Cartesian axis `i`. -/
def axis (i : Fin 3) : Vec := Pi.single i 1

/-- Away from the origin, the distance changes along axis `i` at the rate `r i / |r|`. -/
theorem hasDerivAt_radius {r : Vec} (hr : r ≠ 0) (i : Fin 3) :
    HasDerivAt (fun t : ℝ => radius (r + t • axis i)) (r i / radius r) 0 := by
  have hq : r ⬝ᵥ r ≠ 0 := fun h => hr (dotProduct_self_eq_zero.1 h)
  -- the squared distance is a quadratic polynomial along the axis
  have e : (fun t : ℝ => radius (r + t • axis i))
      = fun t : ℝ => √(r ⬝ᵥ r + 2 * r i * t + t * t) := by
    funext t
    unfold radius axis
    congr 1
    simp only [add_dotProduct, dotProduct_add, smul_dotProduct, dotProduct_smul,
      single_one_dotProduct, dotProduct_single_one, smul_eq_mul, Pi.single_eq_same]
    ring
  have hd : HasDerivAt (fun t : ℝ => r ⬝ᵥ r + 2 * r i * t + t * t) (2 * r i) 0 :=
    ((((hasDerivAt_id' (0 : ℝ)).const_mul (2 * r i)).const_add (r ⬝ᵥ r)).fun_add
      ((hasDerivAt_id' (0 : ℝ)).fun_mul (hasDerivAt_id' (0 : ℝ)))).congr_deriv (by ring)
  rw [e]
  refine (hd.sqrt (by simpa using hq)).congr_deriv ?_
  simp only [mul_zero, add_zero, radius]
  rw [mul_div_mul_left _ _ (two_ne_zero)]

end

end PointChargeFieldGradient
```

Lean reports:

```
Try this:
  [apply] ring_nf
  
  The `ring` tactic failed to close the goal. Use `ring_nf` to obtain a normal form.
    
  Note that `ring` works primarily in *commutative* rings. If you have a noncommutative ring, abelian group or module, consider using `noncomm_ring`, `abel` or `module` instead.
Main.lean:24:56: error: unsolved goals
r : Vec
hr : r ≠ 0
i : Fin 3
hq : r ⬝ᵥ r ≠ 0
t : ℝ
⊢ r ⬝ᵥ r + t * r i + t * (r + t • Pi.single i 1) i = r ⬝ᵥ r + t * r i * 2 + t ^ 2
Main.lean:29:65: warning: This simp argument is unused:
  Pi.single_eq_same

Hint: Omit it from the simp argument list.
  [apply] simp only [add_dotProduct, dotProduct_add, smul_dotProduct, dotProduct_smul, single_one_dotProduct,
    dotProduct_single_one, smul_eq_mul]

Note: This linter can be disabled with `set_option linter.unusedSimpArgs false`
```

Diagnosis. The error is in the proof of `e`, the rewriting as a polynomial. There `simp only` expands the dot product, but one term is left as `t * (r + t • Pi.single i 1) i`: the product of the axis vector with the whole sum has become the `i`-th component of that sum, and no lemma in the list takes the component of a sum or of a scalar multiple. `ring` does not evaluate this component either, so it cannot close the goal, and its message suggests `ring_nf` instead.

The warning that `Pi.single_eq_same` is unused has the same cause, since the expression `Pi.single i 1 i` never appears by itself. The repair keeps that lemma and adds two others. `Pi.add_apply` splits the component of the sum, and `Pi.smul_apply` moves the evaluation inside the scalar multiple. `Pi.single_eq_same` can then replace `Pi.single i 1 i` by `1`, and the remaining identity is ordinary algebra, which `ring` proves. The new line break in the list is only layout.

Fix (accepted with no message):

```diff
@@ -27,5 +27,6 @@
     congr 1
     simp only [add_dotProduct, dotProduct_add, smul_dotProduct, dotProduct_smul,
-      single_one_dotProduct, dotProduct_single_one, smul_eq_mul, Pi.single_eq_same]
+      single_one_dotProduct, dotProduct_single_one, Pi.add_apply, Pi.smul_apply,
+      smul_eq_mul, Pi.single_eq_same]
     ring
   have hd : HasDerivAt (fun t : ℝ => r ⬝ᵥ r + 2 * r i * t + t * t) (2 * r i) 0 :=
```
